# Bloch amplitudes inherit a block-diagonal symmetry if the effective Hamiltonians of the model and outer spaces share no eigenvalue

After solving the Bloch equation for the amplitudes $X$, I diagonalise the effective Hamiltonian one symmetry block at a time. That assumes it has symmetry blocks. The full Hamiltonian conserves the symmetry, but the Bloch equation is quadratic in $X$, can have several solutions and never mentions the symmetry. Could my solver land on an $X$ that mixes symmetry labels?

## Mixing requires a shared eigenvalue

It could, but only if the two Hamiltonians that $X$ produces have an eigenvalue in common. Write

$$H=\begin{pmatrix}A&B\\C&D\end{pmatrix},\qquad K=A+BX,\qquad M=D-XB,$$

with the model space first and the outer space second. The Bloch equation is $C+DX=XK$. A similarity transformation with $X$ makes $H$ block triangular with diagonal blocks $K$ and $M$, so $K$ and $M$ share no eigenvalue exactly when no energy of $H$ is divided between the states you keep and those you leave out.

Let $H$ commute with $\mathrm{diag}(U,W)$. Block by block,

$$AU=UA,\quad BW=UB,\quad CU=WC,\quad DW=WD.$$

Define the symmetry defect $Z=WX-XU$. Multiplying the Bloch equation by $W$ from the left and by $U$ from the right gives

$$DWX=WDX=WXK-WC,\qquad DXU=XKU-CU.$$

Since $CU=WC$, the difference is $WXK-XKU$. Hence

$$\begin{aligned}
MZ&=DWX-DXU-XBWX+XBXU\\
&=WXK-XKU-XUBX+XBXU\\
&=WXK-XUA-XUBX=ZK.
\end{aligned}$$

Repeated use gives $M^kZ=ZK^k$, so $p(M)Z=Zp(K)$ for every polynomial $p$. Take $p$ to be the characteristic polynomial of $K$. Cayley–Hamilton gives $p(K)=0$, so $p(M)Z=0$. The eigenvalues of $p(M)$ are $p(\mu)$ with $\mu$ an eigenvalue of $M$. None is zero, because the roots of $p$ are the eigenvalues of $K$ and $M$ shares none of them. Thus $p(M)$ is invertible, $Z=0$ and $WX=XU$. Finally,

$$\begin{aligned}
KU&=UA+BWX=UA+UBX=UK,\\
MW&=WD-XUB=WD-WXB=WM.
\end{aligned}$$

The smallest case has one state in each space, with different labels $u\ne w$. Then $B=C=0$, and the Bloch equation reads $(D-A)X=0$. Distinct energies force $X=0$; equal energies allow any $X$.

## What the Lean theorems say

The finite types `m` and `n` index the model and outer basis states, and all matrices are complex. `modelHam` is $K$, the effective Hamiltonian and not a zeroth-order one; `outerHam` is $M$. `SolvesBloch` and `HasSymmetry` are the Bloch equation and the commutation relation, and `Disjoint` applied to the two spectra says that no eigenvalue is shared.

`symmetry_inheritance` concludes $WX=XU$, $KU=UK$ and $MW=WM$. $H$ need not be Hermitian. Despite their letters, $U$ and $W$ need not be unitary or even invertible, so projectors and generators such as $S_z$ qualify.

`selection_rule` is what your block diagonalisation uses. For diagonal symmetries with labels $c_i$ (model) and $d_a$ (outer), $X_{ai}=0$ when $d_a\neq c_i$, and $K_{ij}=0$ when $c_i\neq c_j$. This serves multireference effective-Hamiltonian calculations in a finite basis, provided that $X$ solves the Bloch equation exactly and that $K$ and $M$ share no eigenvalue. A solution is assumed to be given, and the step to an $X$ that is truncated or converged only to a threshold remains yours.

```lean
import Mathlib

open Matrix

namespace EffectiveHamiltonianSymmetry

variable {m n : Type*} [Fintype m] [Fintype n]

/-- The effective Hamiltonian `A + B X` on the model space. -/
def modelHam (A : Matrix m m ℂ) (B : Matrix m n ℂ) (X : Matrix n m ℂ) : Matrix m m ℂ :=
  A + B * X

/-- The complementary Hamiltonian `D - X B` on the outer space. -/
def outerHam (B : Matrix m n ℂ) (D : Matrix n n ℂ) (X : Matrix n m ℂ) : Matrix n n ℂ :=
  D - X * B

/-- The Bloch equation `C + D X = X (A + B X)` for the amplitudes `X` that lead from the
model space to the outer space. -/
def SolvesBloch (A : Matrix m m ℂ) (B : Matrix m n ℂ) (C : Matrix n m ℂ) (D : Matrix n n ℂ)
    (X : Matrix n m ℂ) : Prop :=
  C + D * X = X * modelHam A B X

/-- The Hamiltonian with blocks `A, B, C, D` commutes with the block-diagonal operator
`diag(U, W)`. -/
def HasSymmetry (A : Matrix m m ℂ) (B : Matrix m n ℂ) (C : Matrix n m ℂ) (D : Matrix n n ℂ)
    (U : Matrix m m ℂ) (W : Matrix n n ℂ) : Prop :=
  fromBlocks A B C D * fromBlocks U 0 0 W = fromBlocks U 0 0 W * fromBlocks A B C D

variable {A U : Matrix m m ℂ} {B : Matrix m n ℂ} {C X : Matrix n m ℂ} {D W : Matrix n n ℂ}

/-- A block-diagonal operator is a symmetry of the Hamiltonian exactly when each of the four
blocks intertwines its parts. -/
theorem hasSymmetry_iff : HasSymmetry A B C D U W ↔
    A * U = U * A ∧ B * W = U * B ∧ C * U = W * C ∧ D * W = W * D := by
  simp only [HasSymmetry, fromBlocks_multiply, fromBlocks_inj, Matrix.mul_zero,
    Matrix.zero_mul, add_zero, zero_add]

/-- If the Hamiltonian commutes with `diag(U, W)` and `X` solves the Bloch equation, the defect
`W X - X U` intertwines the outer and the model Hamiltonian. -/
theorem defect_intertwines (hS : HasSymmetry A B C D U W) (hX : SolvesBloch A B C D X) :
    outerHam B D X * (W * X - X * U) = (W * X - X * U) * modelHam A B X := by
  obtain ⟨hA, hB, hC, hD⟩ := hasSymmetry_iff.1 hS
  -- the Bloch equation multiplied by the symmetry from the left and from the right
  have e1 := congrArg (fun T => W * T) hX
  have e2 := congrArg (fun T => T * U) hX
  have f1 : D * (W * X) = W * (D * X) := by
    rw [← Matrix.mul_assoc, hD, Matrix.mul_assoc]
  have f2 : X * (B * (W * X)) = X * (U * (B * X)) := by
    rw [← Matrix.mul_assoc B, hB, Matrix.mul_assoc U]
  have f3 : X * (A * U) = X * (U * A) := by rw [hA]
  simp only [modelHam, outerHam, Matrix.mul_add, Matrix.add_mul, Matrix.mul_sub,
    Matrix.sub_mul, Matrix.mul_assoc] at e1 e2 ⊢
  linear_combination (norm := module) f1 + e1 - e2 - f3 + hC - f2

variable [DecidableEq m] [DecidableEq n]

/-- If `Z` intertwines two matrices, it intertwines every polynomial in them. -/
theorem intertwines_polynomial {K : Matrix m m ℂ} {M : Matrix n n ℂ} {Z : Matrix n m ℂ}
    (h : M * Z = Z * K) (p : Polynomial ℂ) :
    Polynomial.aeval M p * Z = Z * Polynomial.aeval K p := by
  have hpow : ∀ k : ℕ, M ^ k * Z = Z * K ^ k := by
    intro k
    induction k with
    | zero => rw [pow_zero, pow_zero, Matrix.one_mul, Matrix.mul_one]
    | succ k ih =>
      calc M ^ (k + 1) * Z = M ^ k * (M * Z) := by rw [pow_succ, Matrix.mul_assoc]
        _ = (M ^ k * Z) * K := by rw [h, Matrix.mul_assoc]
        _ = Z * K ^ (k + 1) := by rw [ih, pow_succ, Matrix.mul_assoc]
  induction p using Polynomial.induction_on' with
  | add p q hp hq => rw [map_add, map_add, Matrix.add_mul, Matrix.mul_add, hp, hq]
  | monomial k a =>
    rw [Polynomial.aeval_monomial, Polynomial.aeval_monomial, Algebra.algebraMap_eq_smul_one,
      Algebra.algebraMap_eq_smul_one, smul_mul_assoc, smul_mul_assoc, one_mul, one_mul,
      Matrix.smul_mul, Matrix.mul_smul, hpow]

/-- Two matrices without a common eigenvalue are intertwined only by zero. -/
theorem intertwiner_eq_zero {K : Matrix m m ℂ} {M : Matrix n n ℂ} {Z : Matrix n m ℂ}
    (hKM : Disjoint (spectrum ℂ K) (spectrum ℂ M)) (h : M * Z = Z * K) : Z = 0 := by
  rcases isEmpty_or_nonempty n with hn | hn
  · ext i j
    exact hn.elim i
  -- Cayley-Hamilton for `K`
  have hp := intertwines_polynomial h K.charpoly
  rw [Matrix.aeval_self_charpoly, Matrix.mul_zero] at hp
  -- the characteristic polynomial of `K`, evaluated at `M`, is invertible
  have hu : IsUnit (Polynomial.aeval M K.charpoly) := by
    by_contra hnu
    have h0 : (0 : ℂ) ∈ spectrum ℂ (Polynomial.aeval M K.charpoly) := by
      rw [spectrum.mem_iff, map_zero, zero_sub, IsUnit.neg_iff]
      exact hnu
    rw [spectrum.map_polynomial_aeval_of_nonempty M _
      (spectrum.nonempty_of_isAlgClosed_of_finiteDimensional ℂ M)] at h0
    obtain ⟨k, hkM, hk⟩ := h0
    refine Set.disjoint_left.1 hKM ?_ hkM
    rw [spectrum.mem_iff, Matrix.isUnit_iff_isUnit_det, isUnit_iff_ne_zero, not_not]
    exact (Matrix.eval_charpoly K k).symm.trans hk
  obtain ⟨V, hV⟩ := hu.exists_left_inv
  calc Z = V * Polynomial.aeval M K.charpoly * Z := by rw [hV, Matrix.one_mul]
    _ = 0 := by rw [Matrix.mul_assoc, hp, Matrix.mul_zero]

/-- Symmetry inheritance: let the Hamiltonian commute with `diag(U, W)` and let `X` solve the
Bloch equation. If the model and outer Hamiltonians share no eigenvalue, then `X` respects the
symmetry, and these Hamiltonians commute with `U` and `W` respectively. -/
theorem symmetry_inheritance (hS : HasSymmetry A B C D U W) (hX : SolvesBloch A B C D X)
    (hgap : Disjoint (spectrum ℂ (modelHam A B X)) (spectrum ℂ (outerHam B D X))) :
    W * X = X * U ∧ Commute (modelHam A B X) U ∧ Commute (outerHam B D X) W := by
  have hWX : W * X = X * U :=
    sub_eq_zero.1 (intertwiner_eq_zero hgap (defect_intertwines hS hX))
  obtain ⟨hA, hB, -, hD⟩ := hasSymmetry_iff.1 hS
  refine ⟨hWX, ?_, ?_⟩
  · show (A + B * X) * U = U * (A + B * X)
    rw [Matrix.add_mul, Matrix.mul_assoc, ← hWX, ← Matrix.mul_assoc, hB, hA, Matrix.mul_add,
      Matrix.mul_assoc]
  · show (D - X * B) * W = W * (D - X * B)
    rw [Matrix.sub_mul, Matrix.mul_assoc, hB, ← Matrix.mul_assoc, ← hWX, hD, Matrix.mul_sub,
      Matrix.mul_assoc]

/-- Selection rule: let the basis states carry symmetry labels `c` (model) and `d` (outer) that
the Hamiltonian conserves. If `X` solves the Bloch equation and the model and outer Hamiltonians
share no eigenvalue, amplitudes and effective couplings between different labels vanish. -/
theorem selection_rule {c : m → ℂ} {d : n → ℂ}
    (hS : HasSymmetry A B C D (diagonal c) (diagonal d)) (hX : SolvesBloch A B C D X)
    (hgap : Disjoint (spectrum ℂ (modelHam A B X)) (spectrum ℂ (outerHam B D X))) :
    (∀ a i, d a ≠ c i → X a i = 0) ∧ (∀ i j, c i ≠ c j → modelHam A B X i j = 0) := by
  obtain ⟨hWX, hK, -⟩ := symmetry_inheritance hS hX hgap
  constructor
  · intro a i hne
    have h := congrFun (congrFun hWX a) i
    rw [diagonal_mul, mul_diagonal] at h
    have h' : (d a - c i) * X a i = 0 := by linear_combination h
    exact (mul_eq_zero.1 h').resolve_left (sub_ne_zero.2 hne)
  · intro i j hne
    have h := congrFun (congrFun hK.eq i) j
    rw [diagonal_mul, mul_diagonal] at h
    have h' : (c i - c j) * modelHam A B X i j = 0 := by linear_combination -h
    exact (mul_eq_zero.1 h').resolve_left (sub_ne_zero.2 hne)

/-- A three-state Hamiltonian with two model states and one outer state, the symmetry
`diag(1, -1, 1)` and the amplitudes `X = (1, 0)` meet all hypotheses of symmetry inheritance. -/
theorem symmetry_inheritance_witness :
    HasSymmetry !![0, 0; 0, 1] !![1; 0] !![1, 0] !![0] !![1, 0; 0, -1] !![1] ∧
    SolvesBloch !![0, 0; 0, 1] !![1; 0] !![1, 0] !![0] !![1, 0] ∧
    Disjoint (spectrum ℂ (modelHam !![0, 0; 0, 1] !![1; 0] !![1, 0]))
      (spectrum ℂ (outerHam !![1; 0] !![0] !![1, 0])) := by
  refine ⟨hasSymmetry_iff.2 ⟨?_, ?_, ?_, ?_⟩, ?_, ?_⟩
  iterate 4
    · ext i j
      fin_cases i <;> fin_cases j <;> simp [Matrix.mul_apply, Fin.sum_univ_succ]
  · unfold SolvesBloch modelHam
    ext i j
    fin_cases i
    fin_cases j <;> simp [Matrix.mul_apply, Fin.sum_univ_succ]
  · -- the two Hamiltonians are the scalars `1` and `-1`
    have hK : modelHam !![0, 0; 0, 1] !![1; 0] !![1, 0]
        = algebraMap ℂ (Matrix (Fin 2) (Fin 2) ℂ) 1 := by
      ext i j
      fin_cases i <;> fin_cases j <;>
        simp [modelHam]
    have hM : outerHam !![1; 0] !![0] !![1, 0]
        = algebraMap ℂ (Matrix (Fin 1) (Fin 1) ℂ) (-1) := by
      ext i j
      fin_cases i
      fin_cases j
      simp [outerHam, Matrix.algebraMap_matrix_apply]
    rw [hK, hM, spectrum.scalar_eq, spectrum.scalar_eq, Set.disjoint_singleton]
    norm_num

/-- For the same three-state Hamiltonian and symmetry, the amplitudes `X = (-1, 1)` also solve
the Bloch equation, but they break the symmetry, and so does their effective Hamiltonian. -/
theorem symmetry_breaking_solution :
    SolvesBloch !![0, 0; 0, 1] !![1; 0] !![1, 0] !![0] !![-1, 1] ∧
    (!![1] : Matrix (Fin 1) (Fin 1) ℂ) * (!![-1, 1] : Matrix (Fin 1) (Fin 2) ℂ) ≠
      (!![-1, 1] : Matrix (Fin 1) (Fin 2) ℂ) * (!![1, 0; 0, -1] : Matrix (Fin 2) (Fin 2) ℂ) ∧
    ¬ Commute (modelHam !![0, 0; 0, 1] !![1; 0] !![-1, 1]) !![1, 0; 0, -1] := by
  refine ⟨?_, ?_, ?_⟩
  · unfold SolvesBloch modelHam
    ext i j
    fin_cases i
    fin_cases j <;> simp [Matrix.mul_apply, Fin.sum_univ_succ]
  · intro h
    have h01 := congrFun (congrFun h 0) 1
    norm_num [Matrix.mul_apply, Fin.sum_univ_succ] at h01
  · intro h
    have h01 := congrFun (congrFun h.eq 0) 1
    norm_num [modelHam, Matrix.mul_apply, Fin.sum_univ_succ] at h01

end EffectiveHamiltonianSymmetry
```

```lean
#print axioms EffectiveHamiltonianSymmetry.symmetry_inheritance
#print axioms EffectiveHamiltonianSymmetry.selection_rule
#print axioms EffectiveHamiltonianSymmetry.symmetry_breaking_solution
```

```
'EffectiveHamiltonianSymmetry.symmetry_inheritance' depends on axioms: [propext, Classical.choice, Quot.sound]
'EffectiveHamiltonianSymmetry.selection_rule' depends on axioms: [propext, Classical.choice, Quot.sound]
'EffectiveHamiltonianSymmetry.symmetry_breaking_solution' depends on axioms: [propext, Classical.choice, Quot.sound]
```

## From the block relations to the selection rule

`hasSymmetry_iff` multiplies out the blocks. In `defect_intertwines`, `e1` and `e2` are the two multiplied Bloch equations, and `linear_combination` adds them to the block relations to give $MZ=ZK$.

`intertwines_polynomial` treats powers by induction, then monomials and sums. `intertwiner_eq_zero` supposes that $p(M)$ is singular; the spectral mapping theorem then yields an eigenvalue of $M$ that is a root of $p$, hence a shared one. A left inverse of $p(M)$ removes it from $p(M)Z=0$. `symmetry_inheritance` applies this to the defect and rewrites with the block relations. `selection_rule` reads off matrix entries such as $(d_a-c_i)X_{ai}=0$.

The last two theorems use one Hermitian three-state Hamiltonian with symmetry $\mathrm{diag}(1,-1,1)$. For $X=(1,0)$, $K$ is the identity and $M=-1$, so all hypotheses are met. For $X=(-1,1)$ the Bloch equation still holds, but comparing one matrix entry shows that both $WX=XU$ and $KU=UK$ fail. Here $K$ has eigenvalues $\pm1$ and $M=1$: the kept space contains $(1,2,1)/\sqrt6$, a mixture of two degenerate states with different labels. A Hermitian $H$ with a unitary symmetry is therefore not enough by itself.

The same argument shows that a Newton correction $\Delta$ to the Bloch equation, which solves $M\Delta-\Delta K=R$ for a given $R$, is unique if $K$ and $M$ at the current $X$ share no eigenvalue: the difference of two solutions satisfies $MZ=ZK$.
